# Hessians of translation-invariant energies: zero block-row sums and a dimension count

The energy is taken here as a function of all the absolute Cartesian coordinates of the centres, although a common shift of the centres changes nothing. This redundancy is what produces relations among the second derivatives. The energy is also assumed to be twice continuously differentiable on the whole configuration space, coincident centres included.

## Relations from a common shift

Let $x_{ai}$ be coordinate $i$ of centre $a$, with $N$ centres in $d$ dimensions, and let $E(x)$ be a $C^2$ energy. For a vector $t$ in $\mathbb R^d$ let $Tt$ be the displacement that moves every centre by $t$, so $(Tt)_{ai}=t_i$. Invariance means $E(x+Tt)=E(x)$ for all $x$ and $t$. Write
$$H_{ai,bj}=\frac{\partial^2E}{\partial x_{ai}\,\partial x_{bj}},$$
and let $H_{ab}$ be the $d\times d$ block with entries $H_{ai,bj}$.

Differentiating the invariance condition with respect to $x_{ai}$ at fixed $t$ gives
$$\frac{\partial E}{\partial x_{ai}}(x+Tt)=\frac{\partial E}{\partial x_{ai}}(x),$$
so each gradient component is invariant too. Now set $t=s\,e_j$, with $e_j$ the unit vector along direction $j$, and differentiate with respect to $s$ at $s=0$. The right side is constant, and the chain rule gives
$$\sum_b\frac{\partial^2E}{\partial x_{bj}\,\partial x_{ai}}=0.$$
Second derivatives of a $C^2$ function commute, so $H$ is symmetric and $\sum_b H_{ab}=0$ for every $a$. By symmetry the block columns also sum to zero.

For three centres $A,B,C$, the row of $C$ and the columns of $A$ and $B$ give
$$H_{CC}=-H_{CA}-H_{CB},\quad H_{CA}=-H_{AA}-H_{BA},\quad H_{CB}=-H_{AB}-H_{BB}.$$
Substitution yields
$$H_{CC}=H_{AA}+H_{AB}+H_{BA}+H_{BB}.$$
An effective-core-potential integral with two basis functions on $A$ and $B$ and the potential on $C$ is an example: provided that it is a $C^2$ function of the three positions, its second derivatives with respect to the core position follow from those with respect to the basis-function centres.

## Which matrices occur, and how many parameters they have

Conversely, let $H$ be any symmetric matrix with zero block-row sums, and let $E_H(x)=\tfrac12x^{\mathsf T}Hx$. The row sums give $(H\,Tt)_{ai}=\sum_j t_j\sum_bH_{ai,bj}=0$. By symmetry,
$$E_H(x+Tt)=E_H(x)+x^{\mathsf T}H\,Tt+\tfrac12(Tt)^{\mathsf T}H\,Tt=E_H(x).$$
The gradient of $E_H$ is $Hx$ and its Hessian is $H$, so every such matrix occurs.

To count them, take $n+1$ centres numbered from $0$, and let $K_{ai,bj}=H_{(a+1)i,(b+1)j}$ be the part of $H$ without centre $0$, with $a,b=0,\dots,n-1$. The zero sums recover the rest:
$$H_{(a+1)i,0j}=-\sum_bK_{ai,bj},\qquad H_{0i,0j}=\sum_{a,b}K_{ai,bj},$$
and symmetry supplies $H_{0i,(b+1)j}$.

Any symmetric $K$ is possible. Let $D_{c0}=-1$ and $D_{c,a+1}=\delta_{ca}$, the weights of the relative displacement $x_{c+1}-x_0$, and put
$$H_{ai,bj}=\sum_{c,e}D_{ca}D_{eb}K_{ci,ej}.$$
This $H$ is symmetric, its row sums vanish because $\sum_bD_{eb}=0$, and its part without centre $0$ is $K$. With $m=nd$, a symmetric $m\times m$ matrix has $m(m+1)/2$ free entries. In three dimensions, three, two and one centres have $m=6,3,0$ and hence dimensions $21,6,0$.

## Configurations, Hessians and force constants in Lean

```lean
import Mathlib

open Finset

namespace TranslationHessian

noncomputable section
```

A configuration is a real function on pairs of centre and direction.

```lean
/-- Cartesian coordinates of `N` centres in `d` dimensions, labelled by centre and direction. -/
abbrev Config (N d : ℕ) := Fin N × Fin d → ℝ
```

The displacement $Tt$ is `shift N t`. Invariance is defined for values in any type `F`, so that it applies to the gradient as well as to the energy.

```lean
/-- The displacement that moves every centre by the same vector `t`. -/
def shift (N : ℕ) {d : ℕ} (t : Fin d → ℝ) : Config N d := fun p => t p.2

/-- A quantity is translation invariant if a common shift of all centres leaves it unchanged. -/
def TranslationInvariant {N d : ℕ} {F : Type*} (f : Config N d → F) : Prop :=
  ∀ x t, f (x + shift N t) = f x
```

The Hessian is the second Fréchet derivative evaluated on coordinate unit vectors, and `block` extracts $H_{ab}$.

```lean
/-- The matrix of second derivatives of a twice differentiable energy `E` at `x`. -/
def hessian {N d : ℕ} (E : Config N d → ℝ) (x : Config N d) :
    Matrix (Fin N × Fin d) (Fin N × Fin d) ℝ :=
  Matrix.of fun p q => fderiv ℝ (fderiv ℝ E) x (Pi.single p 1) (Pi.single q 1)

/-- The `d × d` block of `H` that couples centre `a` to centre `b`. -/
def block {N d : ℕ} (H : Matrix (Fin N × Fin d) (Fin N × Fin d) ℝ) (a b : Fin N) :
    Matrix (Fin d) (Fin d) ℝ :=
  Matrix.of fun i j => H (a, i) (b, j)
```

The matrices to be counted form a real vector space, given as a submodule. In its second condition `p` is a pair $(a,i)$, so the condition is $\sum_bH_{ai,bj}=0$. Neither positivity nor rotational invariance is imposed, so the dimension counts the parameters left free when only translation invariance and the symmetry of the matrix are required.

```lean
/-- The space of symmetric matrices whose blocks sum to zero along every block row. -/
def forceConstants (N d : ℕ) : Submodule ℝ (Matrix (Fin N × Fin d) (Fin N × Fin d) ℝ) where
  carrier := {H | (∀ p q, H p q = H q p) ∧ ∀ p j, ∑ b, H p (b, j) = 0}
  zero_mem' := by simp
  add_mem' := by
    rintro A B ⟨hA, hA'⟩ ⟨hB, hB'⟩
    exact ⟨fun p q => by rw [Matrix.add_apply, Matrix.add_apply, hA, hB],
      fun p j => by simp only [Matrix.add_apply, sum_add_distrib, hA', hB', add_zero]⟩
  smul_mem' := by
    rintro c A ⟨hA, hA'⟩
    exact ⟨fun p q => by rw [Matrix.smul_apply, Matrix.smul_apply, hA],
      fun p j => by simp only [Matrix.smul_apply, ← smul_sum, hA', smul_zero]⟩

variable {N d : ℕ}

/-- Membership in the space of force constants, written out in matrix entries. -/
theorem mem_forceConstants {H : Matrix (Fin N × Fin d) (Fin N × Fin d) ℝ} :
    H ∈ forceConstants N d ↔
      (∀ p q, H p q = H q p) ∧ ∀ p j, ∑ b, H p (b, j) = 0 := Iff.rfl
```

## The row sums and the three-centre rule

The first lemma restricts an invariant function to the line $x+s\,Tt$. The chain rule gives its derivative there, the function is constant, and uniqueness of the derivative gives zero.

```lean
/-- The derivative of a differentiable translation-invariant quantity vanishes along a
common shift of all centres. -/
theorem derivative_shift {F : Type*} [NormedAddCommGroup F] [NormedSpace ℝ F]
    {f : Config N d → F} {f' : Config N d →L[ℝ] F} {x : Config N d}
    (hf : HasFDerivAt f f' x) (inv : TranslationInvariant f) (t : Fin d → ℝ) :
    f' (shift N t) = 0 := by
  have hline : HasDerivAt (fun s : ℝ => x + s • shift N t) (shift N t) 0 := by
    simpa using ((hasDerivAt_id (0 : ℝ)).smul_const (shift N t)).const_add x
  have h := hf.comp_hasDerivAt_of_eq (0 : ℝ) hline (by simp)
  -- along the line of common shifts the quantity is constant
  have hc : (f ∘ fun s : ℝ => x + s • shift N t) = fun _ => f x :=
    funext fun s => inv x (s • t)
  rw [hc] at h
  exact h.unique (hasDerivAt_const (0 : ℝ) (f x))
```

In the next proof `hgrad` is the invariance of the gradient and `hsym` the symmetry of second derivatives. The identity `hsum` says that the unit vectors $(b,j)$, summed over $b$, make a common shift along $j$. Linearity then turns the row sum into a derivative along that shift.

```lean
/-- The Hessian of a C² translation-invariant energy is symmetric and has zero block-row sums. -/
theorem hessian_mem {E : Config N d → ℝ} (hE : ContDiff ℝ 2 E)
    (inv : TranslationInvariant E) (x : Config N d) : hessian E x ∈ forceConstants N d := by
  have hsym : ∀ u v, fderiv ℝ (fderiv ℝ E) x u v = fderiv ℝ (fderiv ℝ E) x v u :=
    fun u v => (hE.contDiffAt.isSymmSndFDerivAt (by simp)) u v
  have hdiff : DifferentiableAt ℝ (fderiv ℝ E) x :=
    (hE.fderiv_right (m := 1) (by norm_num)).differentiable (by norm_num) x
  -- the gradient is itself translation invariant
  have hgrad : TranslationInvariant (fderiv ℝ E) := by
    intro y t
    have hfun : (fun z => E (z + shift N t)) = E := funext fun z => inv z t
    have h := fderiv_comp_add_right (𝕜 := ℝ) (f := E) (x := y) (shift N t)
    rw [hfun] at h
    exact h.symm
  refine mem_forceConstants.2 ⟨fun p q => hsym _ _, fun p j => ?_⟩
  have hsum : ∑ b : Fin N, (Pi.single (b, j) 1 : Config N d) = shift N (Pi.single j 1) := by
    ext ⟨a, k⟩
    by_cases h : k = j <;> simp [shift, Finset.sum_apply, Pi.single_apply, h]
  calc ∑ b, hessian E x p (b, j)
      = fderiv ℝ (fderiv ℝ E) x (Pi.single p 1) (∑ b, Pi.single (b, j) 1) := by
        simp only [hessian, Matrix.of_apply, map_sum]
    _ = 0 := by
        rw [hsum, hsym, derivative_shift hdiff.hasFDerivAt hgrad,
          zero_apply]
```

Centres $A,B,C$ are `0`, `1`, `2`. The row sum `r` and the column sums `c0` and `c1` are the three equations used by hand, and `linarith` combines them.

```lean
/-- For three centres A, B, C and a C² translation-invariant energy, the Hessian block of C
is the sum of the four blocks among A and B. -/
theorem three_centre_block {E : Config 3 d → ℝ} (hE : ContDiff ℝ 2 E)
    (inv : TranslationInvariant E) (x : Config 3 d) :
    block (hessian E x) 2 2 = block (hessian E x) 0 0 + block (hessian E x) 0 1
      + block (hessian E x) 1 0 + block (hessian E x) 1 1 := by
  obtain ⟨hs, hr⟩ := mem_forceConstants.1 (hessian_mem hE inv x)
  ext i j
  have r := hr (2, i) j
  have c0 := hr (0, j) i
  have c1 := hr (1, j) i
  rw [Fin.sum_univ_three] at r c0 c1
  -- symmetry turns two row sums into column sums
  rw [hs (0, j) (0, i), hs (0, j) (1, i), hs (0, j) (2, i)] at c0
  rw [hs (1, j) (0, i), hs (1, j) (1, i), hs (1, j) (2, i)] at c1
  simp only [block, Matrix.add_apply, Matrix.of_apply]
  linarith
```

Bare Coulomb repulsion between nuclei diverges at coincidence and so fails the global $C^2$ hypothesis. Another model would take the energy on an open, shift-invariant set of configurations without coincidences. The derivation by hand is local and would carry over to each point of that set; the theorem would gain a condition on $x$, and the dimension count would stay the same.

## The harmonic energy as converse

```lean
/-- The harmonic energy `½ xᵀ H x` with force constants `H`. -/
def harmonicEnergy (H : Matrix (Fin N × Fin d) (Fin N × Fin d) ℝ) (x : Config N d) : ℝ :=
  1 / 2 * ∑ p, ∑ q, H p q * x p * x q
```

The proof introduces the bilinear form `L` of $H$. Here `hz` is the vanishing of $H\,Tt$, and `hd` uses the product rule and symmetry to identify the derivative at $x$ as `L x`. Differentiating this linear map once more returns $H$.

```lean
/-- If `H` is symmetric with zero block-row sums, its harmonic energy is C², translation
invariant, and has Hessian `H` everywhere. -/
theorem harmonicEnergy_spec {H : Matrix (Fin N × Fin d) (Fin N × Fin d) ℝ}
    (hH : H ∈ forceConstants N d) :
    ContDiff ℝ 2 (harmonicEnergy H) ∧ TranslationInvariant (harmonicEnergy H) ∧
      ∀ x, hessian (harmonicEnergy H) x = H := by
  obtain ⟨hs, hr⟩ := mem_forceConstants.1 hH
  -- the bilinear form of `H`
  obtain ⟨L, hL⟩ : ∃ L : Config N d →L[ℝ] Config N d →L[ℝ] ℝ,
      ∀ u v, L u v = ∑ p, ∑ q, H p q * u p * v q :=
    ⟨∑ p, ∑ q, H p q • (ContinuousLinearMap.proj p : Config N d →L[ℝ] ℝ).smulRight
      (ContinuousLinearMap.proj q : Config N d →L[ℝ] ℝ), fun u v => by
        simp [_root_.sum_apply, mul_assoc]⟩
  have hsym : ∀ u v, L u v = L v u := by
    intro u v
    rw [hL, hL, sum_comm]
    refine sum_congr rfl fun p _ => sum_congr rfl fun q _ => ?_
    rw [hs q p]
    ring
  have hz : ∀ u t, L u (shift N t) = 0 := by
    intro u t
    rw [hL]
    refine sum_eq_zero fun p _ => ?_
    rw [Fintype.sum_prod_type_right]
    refine sum_eq_zero fun j _ => ?_
    calc ∑ b, H p (b, j) * u p * shift N t (b, j)
        = (∑ b, H p (b, j)) * (u p * t j) := by
          rw [sum_mul]
          exact sum_congr rfl fun b _ => by simp only [shift]; ring
      _ = 0 := by rw [hr p j, zero_mul]
  have hE : harmonicEnergy H = fun x => 1 / 2 * L x x :=
    funext fun x => by rw [harmonicEnergy, hL]
  have hd : ∀ x, HasFDerivAt (harmonicEnergy H) (L x) x := by
    intro x
    rw [hE]
    have h := (L.hasFDerivAt (x := x)).clm_apply (hasFDerivAt_id x)
    refine (h.const_mul (1 / 2)).congr_fderiv (ContinuousLinearMap.ext fun v => ?_)
    have hv := hsym v x
    simp
    linarith
  have hfd : fderiv ℝ (harmonicEnergy H) = ⇑L := funext fun x => (hd x).fderiv
  refine ⟨?_, ?_, fun x => ?_⟩
  · rw [hE]
    exact contDiff_const.mul (L.contDiff.clm_apply contDiff_id)
  · intro x t
    rw [hE]
    simp only [map_add, add_apply, hz, hsym (shift N t) x, add_zero]
  · ext p q
    simp only [hessian, Matrix.of_apply]
    rw [hfd, L.fderiv, hL]
    simp [Pi.single_apply]
```

Together the two directions characterise the matrices completely.

```lean
/-- A matrix is symmetric with zero block-row sums exactly when it is the Hessian, at some
configuration, of a C² translation-invariant energy. -/
theorem mem_forceConstants_iff_hessian {H : Matrix (Fin N × Fin d) (Fin N × Fin d) ℝ} :
    H ∈ forceConstants N d ↔
      ∃ E x, ContDiff ℝ 2 E ∧ TranslationInvariant E ∧ hessian E x = H := by
  constructor
  · intro hH
    obtain ⟨h1, h2, h3⟩ := harmonicEnergy_spec hH
    exact ⟨harmonicEnergy H, 0, h1, h2, h3 0⟩
  · rintro ⟨E, x, h1, h2, rfl⟩
    exact hessian_mem h1 h2 x
```

## Counting by unordered pairs

A symmetric matrix is a function on unordered pairs of indices, which Lean writes as `Sym2`. The map `reducedEntries` sends $H$ to $K$ in this form; `succ` is the step from $a$ to $a+1$.

```lean
/-- The entries of a force-constant matrix among all centres but the first, as a function of
unordered pairs of coordinates. -/
def reducedEntries (n d : ℕ) :
    forceConstants (n + 1) d →ₗ[ℝ] (Sym2 (Fin n × Fin d) → ℝ) where
  toFun H := Sym2.lift ⟨fun p q => H.1 (p.1.succ, p.2) (q.1.succ, q.2),
    fun _ _ => (mem_forceConstants.1 H.2).1 _ _⟩
  map_add' A B := by
    funext s
    induction s using Sym2.ind with | _ p q => rfl
  map_smul' c A := by
    funext s
    induction s using Sym2.ind with | _ p q => rfl
```

For injectivity, `h1`, `h2`, `h2'` and `h3` show block by block that $K=0$ forces $H=0$. For surjectivity, `M` is the matrix built from the weights `D` above.

```lean
/-- The entries among all centres but the first determine a force-constant matrix, and they
can be prescribed freely. -/
theorem reducedEntries_bijective (n d : ℕ) : Function.Bijective (reducedEntries n d) := by
  constructor
  · rw [injective_iff_map_eq_zero]
    intro H h0
    obtain ⟨hs, hr⟩ := mem_forceConstants.1 H.2
    have h1 : ∀ (a b : Fin n) i j, H.1 (a.succ, i) (b.succ, j) = 0 :=
      fun a b i j => congrFun h0 s((a, i), (b, j))
    -- the row sums fix the entries of the first centre
    have h2 : ∀ (a : Fin n) i j, H.1 (a.succ, i) (0, j) = 0 := by
      intro a i j
      have h := hr (a.succ, i) j
      rw [Fin.sum_univ_succ] at h
      simpa [h1] using h
    have h2' : ∀ (b : Fin n) i j, H.1 (0, i) (b.succ, j) = 0 :=
      fun b i j => (hs _ _).trans (h2 b j i)
    have h3 : ∀ i j, H.1 (0, i) (0, j) = 0 := by
      intro i j
      have h := hr (0, i) j
      rw [Fin.sum_univ_succ] at h
      simpa [h2'] using h
    apply Subtype.ext
    ext ⟨a, i⟩ ⟨b, j⟩
    cases a using Fin.cases <;> cases b using Fin.cases <;> simp [h1, h2, h2', h3]
  · intro f
    -- weights of the displacements relative to the first centre
    obtain ⟨D, hD, hDs⟩ : ∃ D : Fin n → Fin (n + 1) → ℝ, (∀ c, ∑ a, D c a = 0) ∧
        ∀ c a, D c (Fin.succ a) = if a = c then 1 else 0 :=
      ⟨fun c => Fin.cons (α := fun _ => ℝ) (-1) (fun a => if a = c then 1 else 0),
        fun c => by simp [Fin.sum_univ_succ], fun c a => by simp⟩
    let M : Matrix (Fin (n + 1) × Fin d) (Fin (n + 1) × Fin d) ℝ :=
      Matrix.of fun p q => ∑ c, ∑ e, D c p.1 * D e q.1 * f s((c, p.2), (e, q.2))
    have hM : M ∈ forceConstants (n + 1) d := by
      refine mem_forceConstants.2 ⟨fun p q => ?_, fun p j => ?_⟩
      · simp only [M, Matrix.of_apply]
        rw [sum_comm]
        refine sum_congr rfl fun c _ => sum_congr rfl fun e _ => ?_
        rw [Sym2.eq_swap]
        ring
      · simp only [M, Matrix.of_apply]
        rw [sum_comm]
        refine sum_eq_zero fun c _ => ?_
        rw [sum_comm]
        refine sum_eq_zero fun e _ => ?_
        rw [← sum_mul, ← mul_sum, hD, mul_zero, zero_mul]
    refine ⟨⟨M, hM⟩, ?_⟩
    funext s
    induction s using Sym2.ind with
    | _ p q =>
      change M (p.1.succ, p.2) (q.1.succ, q.2) = f s(p, q)
      simp [M, hDs]
```

The resulting linear equivalence reduces the dimension to the number of unordered pairs, repetitions allowed, from $nd$ coordinates. Writing the number of centres as `n + 1` ensures that there is at least one.

```lean
/-- For `n + 1` centres in `d` dimensions the symmetric matrices with zero block-row sums form
a space of dimension `m (m + 1) / 2`, where `m = n d`. -/
theorem finrank_forceConstants (n d : ℕ) :
    Module.finrank ℝ (forceConstants (n + 1) d) = n * d * (n * d + 1) / 2 := by
  rw [(LinearEquiv.ofBijective _ (reducedEntries_bijective n d)).finrank_eq,
    Module.finrank_fintype_fun_eq_card, Sym2.card, Nat.choose_two_right,
    Nat.add_sub_cancel, Nat.mul_comm (_ + 1), Fintype.card_prod, Fintype.card_fin,
    Fintype.card_fin]
```

The three numerical cases are $n=2,1,0$ with $d=3$. For a single centre, the row sum is the Hessian block itself, which must therefore vanish.

```lean
/-- In three dimensions the space of symmetric matrices with zero block-row sums has dimension
21 for three centres, 6 for two centres and 0 for one centre. -/
theorem finrank_three_dimensions :
    Module.finrank ℝ (forceConstants 3 3) = 21 ∧
      Module.finrank ℝ (forceConstants 2 3) = 6 ∧
      Module.finrank ℝ (forceConstants 1 3) = 0 :=
  ⟨finrank_forceConstants 2 3, finrank_forceConstants 1 3, finrank_forceConstants 0 3⟩

end

end TranslationHessian
```

```lean
#print axioms TranslationHessian.three_centre_block
-- 'TranslationHessian.three_centre_block' depends on axioms: [propext, Classical.choice, Quot.sound]
#print axioms TranslationHessian.mem_forceConstants_iff_hessian
-- 'TranslationHessian.mem_forceConstants_iff_hessian' depends on axioms: [propext, Classical.choice, Quot.sound]
#print axioms TranslationHessian.finrank_three_dimensions
-- 'TranslationHessian.finrank_three_dimensions' depends on axioms: [propext, Classical.choice, Quot.sound]
```
